# At fixed hyperradius, equal sharing maximises the potential energy of two electrons in opposite directions from a nucleus of charge Z ≥ 1/12

Two slow electrons leave a nucleus of charge \(Z\) in opposite directions, as can happen when an electron ionises a hydrogen atom just above threshold. If their distances from the nucleus are \(r\) and \(s\), the potential energy in atomic units is

\[
V(r,s) = -\frac{Z}{r}-\frac{Z}{s}+\frac{1}{r+s}.
\]

I picture the symmetric configuration \(r=s\) as the top of a ridge: at fixed hyperradius \(\sqrt{r^2+s^2}\), the potential should fall as soon as one electron gets ahead of the other. For \(r^2+s^2=1\) and \(Z\ge 1\), this would mean \(V\le -(4Z-1)/\sqrt2\), with equality only at \(r=s\). A second derivative at \(r=s\) would only settle this locally. Is there a rigorous proof for all \(r,s>0\), and can it be machine-checked in Lean?

## For opposite directions and fixed hyperradius the maximum is global, and charge 1/12 is enough

Yes. The bound holds at every hyperradius \(R>0\) and for every real \(Z\ge 1/12\), and your case is \(R=1\), \(Z\ge1\). The proof rests on an exact factorisation.

### Factorising the energy gap

Let \(r^2+s^2=R^2\), and put \(t=r+s\), \(p=rs\) and \(q=\sqrt2\,R\). At \(r=s=R/\sqrt2\) the potential is \(-(4Z-1)/q\), the ridge energy. Since \(V=-Zt/p+1/t\), the gap between the ridge energy and \(V\) is

\[
G=-\frac{4Z-1}{q}-V
= \frac{Z(tq-4p)}{pq}-\frac{q-t}{qt}.
\]

From \(q^2=2(r^2+s^2)=2t^2-4p\) we get

\[
tq-4p = q^2+tq-2t^2=(q-t)(q+2t),
\]

and therefore

\[
G=\frac{(q-t)\,\bigl[Zt(q+2t)-p\bigr]}{q\,p\,t}.
\]

The denominator is positive, so two signs decide the matter.

- **First factor.** We have \(q^2-t^2=(r-s)^2\). Hence \(q=t\) if \(r=s\), and \(q>t\) otherwise.
- **Second factor.** If \(r\ne s\), then \(t(q+2t)>3t^2\ge 12p\), because \(t^2\ge4p\). For \(Z\ge1/12\) this gives \(Zt(q+2t)>12Zp\ge p\), so the bracket is positive.

Thus \(G=0\) when \(r=s\), and \(G>0\) when \(r\neq s\).

The value \(1/12\) is sharp. For \(r\ne s\), \(t<q\) gives \(t(q+2t)<3q^2=6(r^2+s^2)\), so the bracket is negative whenever \(6Z(r^2+s^2)<rs\). Suppose \(0\le Z<1/12\), write \(e=1-12Z>0\), and take \(r/s=a=1+e=2-12Z\). Then

\[
6Z(a^2+1)=1-\tfrac12(e^2+e^3)<1<a,
\]

which is the required inequality after division by \(s^2\). Scaling both distances by a common factor gives any desired \(R\), and there \(V\) lies above the ridge energy.

Bending the atom at fixed \(r\) and \(s\) raises the potential energy, whatever the value of \(Z\). If \(c\) is the cosine of the angle between the position vectors, the electrons are \(\sqrt{r^2+s^2-2rsc}\) apart. For \(c>-1\) this is less than \(r+s\), so the repulsion is larger than in the collinear arrangement, while the attraction to the nucleus is unchanged.

Here is the complete Lean file.

```lean
import Mathlib

open Real

namespace WannierRidge

noncomputable section

/-- Potential energy, in atomic units, of two electrons at distances `r` and `s` from a nucleus
of charge `Z`, where `c` is the cosine of the angle between their position vectors. -/
def potential (Z r s c : ℝ) : ℝ :=
  -Z / r - Z / s + 1 / √(r ^ 2 + s ^ 2 - 2 * r * s * c)

/-- Potential energy of two electrons on opposite sides of the nucleus. -/
def collinear (Z r s : ℝ) : ℝ := -Z / r - Z / s + 1 / (r + s)

/-- The energy `-(4Z - 1) / (√2 R)` assigned to the ridge at hyperradius `R`. -/
def ridgeEnergy (Z R : ℝ) : ℝ := -(4 * Z - 1) / (√2 * R)

/-- The collinear potential is the full potential at cosine `-1`. -/
theorem potential_neg_one (Z r s : ℝ) (hr : 0 < r) (hs : 0 < s) :
    potential Z r s (-1) = collinear Z r s := by
  have h : r ^ 2 + s ^ 2 - 2 * r * s * (-1) = (r + s) ^ 2 := by ring
  unfold potential collinear
  rw [h, Real.sqrt_sq (add_pos hr hs).le]

/-- At fixed electron distances, the potential energy at any cosine strictly between `-1` and `1` is
greater than with the electrons on opposite sides of the nucleus. -/
theorem collinear_lt_potential (Z r s c : ℝ) (hr : 0 < r) (hs : 0 < s)
    (hc : -1 < c) (hc' : c < 1) : collinear Z r s < potential Z r s c := by
  have hrs : 0 < r * s := mul_pos hr hs
  have h1 : 0 < r * s * (1 - c) := mul_pos hrs (by linarith)
  have h2 : 0 < r * s * (1 + c) := mul_pos hrs (by linarith)
  have hd : 0 < r ^ 2 + s ^ 2 - 2 * r * s * c := by nlinarith [sq_nonneg (r - s)]
  -- the electrons are closer together than in the collinear arrangement
  have hlt : √(r ^ 2 + s ^ 2 - 2 * r * s * c) < r + s :=
    (Real.sqrt_lt' (add_pos hr hs)).2 (by nlinarith)
  have h3 := one_div_lt_one_div_of_lt (Real.sqrt_pos.2 hd) hlt
  unfold collinear potential
  linarith

/-- Exact factorisation of the energy gap below the ridge value, where `q` is `√2` times
the hyperradius. -/
theorem ridge_gap (Z r s q : ℝ) (hr : 0 < r) (hs : 0 < s) (hq : 0 < q)
    (h : q ^ 2 = 2 * (r ^ 2 + s ^ 2)) :
    -(4 * Z - 1) / q - collinear Z r s =
      (q - (r + s)) * (Z * (r + s) * (q + 2 * (r + s)) - r * s) / (q * (r * s) * (r + s)) := by
  have key : (q - (r + s)) * (Z * (r + s) * (q + 2 * (r + s)) - r * s) =
      Z * (r + s) * ((r + s) * q - 4 * (r * s)) - (q - (r + s)) * (r * s) := by
    linear_combination Z * (r + s) * h
  have ht : r + s ≠ 0 := (add_pos hr hs).ne'
  rw [key]
  unfold collinear
  field_simp
  ring

/-- For unequal distances, the sum of the distances is less than `√2` times the hyperradius. -/
theorem sum_lt_of_ne (r s q : ℝ) (hq : 0 < q) (h : q ^ 2 = 2 * (r ^ 2 + s ^ 2))
    (hne : r ≠ s) : r + s < q := by
  have hd : 0 < (r - s) ^ 2 := by
    have := sub_ne_zero.2 hne
    positivity
  exact lt_of_pow_lt_pow_left₀ 2 hq.le (by nlinarith)

/-- At fixed hyperradius and nuclear charge at least `1/12`, the collinear potential is at most
the ridge energy, with equality exactly when the two electrons are equally far from the nucleus. -/
theorem equal_sharing_is_maximum (Z R r s : ℝ) (hZ : 1 / 12 ≤ Z) (hR : 0 < R)
    (hr : 0 < r) (hs : 0 < s) (h : r ^ 2 + s ^ 2 = R ^ 2) :
    collinear Z r s ≤ ridgeEnergy Z R ∧ (collinear Z r s = ridgeEnergy Z R ↔ r = s) := by
  have hq : 0 < √2 * R := by positivity
  have hq2 : (√2 * R) ^ 2 = 2 * (r ^ 2 + s ^ 2) := by
    rw [mul_pow, Real.sq_sqrt (by norm_num), h]
  have hgap := ridge_gap Z r s (√2 * R) hr hs hq hq2
  have hlt := sum_lt_of_ne r s (√2 * R) hq hq2
  unfold ridgeEnergy
  generalize √2 * R = q at *
  have ht : 0 < r + s := add_pos hr hs
  by_cases hrs : r = s
  · -- equal sharing: the first factor of the gap vanishes
    have hz : (q - (r + s)) * (q + (r + s)) = 0 := by
      subst hrs
      linear_combination hq2
    have h0 : q - (r + s) = 0 := by
      rcases mul_eq_zero.1 hz with h0 | h0
      · exact h0
      · linarith
    rw [h0, zero_mul, zero_div] at hgap
    exact ⟨by linarith, fun _ => hrs, fun _ => by linarith⟩
  · -- unequal sharing: both factors of the gap are positive
    have hl := hlt hrs
    have a : 1 / 12 * ((r + s) * (q + 2 * (r + s))) ≤ Z * ((r + s) * (q + 2 * (r + s))) :=
      mul_le_mul_of_nonneg_right hZ (by positivity)
    have b : 0 < (r + s) * (q - (r + s)) := mul_pos ht (by linarith)
    have hb : 0 < Z * (r + s) * (q + 2 * (r + s)) - r * s := by
      nlinarith [sq_nonneg (r - s)]
    have hpos : 0 < (q - (r + s)) * (Z * (r + s) * (q + 2 * (r + s)) - r * s) /
        (q * (r * s) * (r + s)) :=
      div_pos (mul_pos (by linarith) hb) (by positivity)
    rw [← hgap] at hpos
    exact ⟨by linarith, fun he => by linarith, fun he => absurd he hrs⟩

/-- For a nonnegative nuclear charge, if the distances are unequal and `6 Z (r² + s²) < r s`, the
collinear potential lies above the ridge energy at the same hyperradius. -/
theorem ridge_lt_collinear (Z R r s : ℝ) (hZ : 0 ≤ Z) (hR : 0 < R)
    (hr : 0 < r) (hs : 0 < s) (h : r ^ 2 + s ^ 2 = R ^ 2) (hne : r ≠ s)
    (hw : 6 * Z * (r ^ 2 + s ^ 2) < r * s) : ridgeEnergy Z R < collinear Z r s := by
  have hq : 0 < √2 * R := by positivity
  have hq2 : (√2 * R) ^ 2 = 2 * (r ^ 2 + s ^ 2) := by
    rw [mul_pow, Real.sq_sqrt (by norm_num), h]
  have hgap := ridge_gap Z r s (√2 * R) hr hs hq hq2
  have hl := sum_lt_of_ne r s (√2 * R) hq hq2 hne
  unfold ridgeEnergy
  generalize √2 * R = q at *
  have ht : 0 < r + s := add_pos hr hs
  have a : (r + s) * (q + 2 * (r + s)) ≤ 3 * q ^ 2 := by
    nlinarith [mul_pos ht (sub_pos.2 hl), mul_pos hq (sub_pos.2 hl)]
  have b := mul_le_mul_of_nonneg_left a hZ
  rw [hq2] at b
  have hb : Z * (r + s) * (q + 2 * (r + s)) - r * s < 0 := by linarith
  have hneg : (q - (r + s)) * (Z * (r + s) * (q + 2 * (r + s)) - r * s) /
      (q * (r * s) * (r + s)) < 0 :=
    div_neg_of_neg_of_pos (mul_neg_of_pos_of_neg (by linarith) hb) (by positivity)
  linarith

/-- For a nonnegative nuclear charge, the ridge energy bounds the collinear potential at a given
hyperradius if and only if the charge is at least `1/12`. -/
theorem ridge_bound_iff (Z R : ℝ) (hZ : 0 ≤ Z) (hR : 0 < R) :
    (∀ r s : ℝ, 0 < r → 0 < s → r ^ 2 + s ^ 2 = R ^ 2 →
      collinear Z r s ≤ ridgeEnergy Z R) ↔ 1 / 12 ≤ Z := by
  constructor
  · intro H
    by_contra hc
    have he : 0 < 1 - 12 * Z := by linarith [not_le.1 hc]
    -- distances in the ratio a : 1 violate the bound
    obtain ⟨a, ha⟩ : ∃ a : ℝ, a = 2 - 12 * Z := ⟨_, rfl⟩
    have ha1 : 1 < a := by linarith
    have hw : 6 * Z * (a ^ 2 + 1) < a := by
      rw [ha]
      nlinarith [pow_pos he 2, pow_pos he 3]
    have hn : 0 < a ^ 2 + 1 := by positivity
    obtain ⟨k, hk, hk2⟩ : ∃ k : ℝ, 0 < k ∧ k ^ 2 * (a ^ 2 + 1) = R ^ 2 := by
      refine ⟨R / √(a ^ 2 + 1), div_pos hR (Real.sqrt_pos.2 hn), ?_⟩
      rw [div_pow, Real.sq_sqrt hn.le, div_mul_cancel₀ _ hn.ne']
    have hr : 0 < k * a := mul_pos hk (by linarith)
    have hsum : (k * a) ^ 2 + k ^ 2 = R ^ 2 := by linear_combination hk2
    have hne : k * a ≠ k := by
      have : 0 < k * (a - 1) := mul_pos hk (by linarith)
      intro h
      linarith
    have hw' : 6 * Z * ((k * a) ^ 2 + k ^ 2) < k * a * k := by
      have := mul_lt_mul_of_pos_left hw (pow_pos hk 2)
      linarith
    exact absurd (H _ _ hr hk hsum)
      (not_le_of_gt (ridge_lt_collinear Z R _ _ hZ hR hr hk hsum hne hw'))
  · intro h r s hr hs hrs
    exact (equal_sharing_is_maximum Z R r s h hR hr hs hrs).1

end

end WannierRidge
```

```lean
#print axioms WannierRidge.potential_neg_one
-- 'WannierRidge.potential_neg_one' depends on axioms: [propext, Classical.choice, Quot.sound]
#print axioms WannierRidge.collinear_lt_potential
-- 'WannierRidge.collinear_lt_potential' depends on axioms: [propext, Classical.choice, Quot.sound]
#print axioms WannierRidge.equal_sharing_is_maximum
-- 'WannierRidge.equal_sharing_is_maximum' depends on axioms: [propext, Classical.choice, Quot.sound]
#print axioms WannierRidge.ridge_bound_iff
-- 'WannierRidge.ridge_bound_iff' depends on axioms: [propext, Classical.choice, Quot.sound]
```

### Reading the Lean statements as physics

`potential Z r s c` is the full potential energy, `collinear Z r s` is \(V\), and `ridgeEnergy Z R` is \(-(4Z-1)/(\sqrt2R)\). All arguments are real numbers, so \(Z\) need not be an integer. The theorem `potential_neg_one` confirms that the collinear formula is the full potential at \(c=-1\).

The answer to your question is `equal_sharing_is_maximum`. Its hypotheses are \(1/12\le Z\), positive \(R,r,s\), and \(r^2+s^2=R^2\). Its conclusion has two parts: \(V\) is at most the ridge energy, and the two are equal if and only if \(r=s\). Setting `R` to 1 gives your inequality.

`ridge_bound_iff` fixes \(Z\ge0\) and \(R>0\), and says that the bound holds for all admissible \(r,s\) exactly when \(Z\ge1/12\). Real nuclei are well above this threshold.

`collinear_lt_potential` covers the angle for \(-1<c<1\) and any real \(Z\). It leaves out \(c=1\), where equal distances would put the electrons on top of each other.

Together, the results describe the saddle at fixed hyperradius that underlies Wannier's picture of near-threshold double escape, for the potential energy of two electrons around a fixed point nucleus. They contain no kinetic energy, trajectories or wavefunctions, and so they say nothing about the threshold law for the ionisation cross section.

### How the proof follows the factorisation

`ridge_gap` is the formula for \(G\). Its inner identity `key` rewrites the numerator, using a multiple of the constraint \(q^2=2(r^2+s^2)\) supplied to `linear_combination`. Then `field_simp` clears the denominators and `ring` finishes the algebra. `sum_lt_of_ne` proves \(t<q\) for unequal distances by comparing squares.

The main theorem sets \(q=\sqrt2R\) and splits on whether `r = s`. In the equal case, the constraint gives \((q-t)(q+t)=0\); the second factor is positive, so \(q=t\) and the gap vanishes. In the unequal case, `a` multiplies \(1/12\le Z\) by \(t(q+2t)\), and `b` records \(t(q-t)>0\). From these and \((r-s)^2\ge0\), `nlinarith` derives that the bracket is positive. The gap is then positive, which gives the strict inequality and rules out equality.

`ridge_lt_collinear` runs the sign argument in reverse under the condition \(6Z(r^2+s^2)<rs\). `ridge_bound_iff` applies it to the distances \(ka\) and \(k\), with \(a=2-12Z\) and \(k=R/\sqrt{a^2+1}\), to contradict the bound when \(Z<1/12\). The other direction is the main theorem.

For the angle, `collinear_lt_potential` first shows that the squared separation is positive, then that the separation is less than \(r+s\), and finally takes reciprocals.
